# For a positive definite excitation matrix, two-shift extrapolation improves the shifted second-order energy without overshooting

Let $A$ be a real symmetric positive definite matrix, $v$ a nonzero real vector, and $E(s)=-v\cdot(A+s)^{-1}v$, where $s$ in the bracket means $s$ times the identity. Then for every $s>0$

$$E(0)<2E(s)-E(2s)<E(s).$$

Here $A$ holds the zeroth-order excitation energies, possibly with off-diagonal elements, $v$ holds the couplings to the reference state, and $s$ is a level shift. In level-shifted second-order perturbation theory with fixed, finite, positive definite $A$, the energies $E(s)$ and $E(2s)$, both taken without any correction for the shift, therefore give together a better estimate of $E(0)$ than the uncorrected $E(s)$ alone.

## The extrapolation error as a product of resolvents

Write $R(s)=(A+s)^{-1}$. It exists for $s\ge 0$, because $x\cdot(A+s)x=x\cdot Ax+s|x|^2>0$ for $x\ne0$. Since

$$(A+s)\,[R(t)+(t-s)R(s)R(t)]=(A+s)R(t)+(t-s)R(t)=(A+t)R(t)=1,$$

we have $R(s)=R(t)+(t-s)R(s)R(t)$, and hence

$$E(t)-E(s)=(t-s)\,v\cdot R(s)R(t)v .$$

Let $0\le s<t$ and $w=R(s)R(t)v$. Then $v=(A+t)(A+s)w$, so $w\neq0$ and

$$v\cdot w=|Aw|^2+(s+t)\,w\cdot Aw+st|w|^2>0 .$$

The energy thus rises strictly with the shift.

Now take $0<s<t$. The straight line through the energies at $s$ and $t$ has at zero shift the value

$$X=\frac{tE(s)-sE(t)}{t-s}=E(s)-s\,\frac{E(t)-E(s)}{t-s}<E(s).$$

Inserting the resolvent identity gives $X=-v\cdot R(t)v-t\,v\cdot R(s)R(t)v$. Using the identity twice more,

$$\begin{aligned}R(0)&=R(t)+tR(0)R(t)\\&=R(t)+tR(s)R(t)+st\,R(0)R(s)R(t),\end{aligned}$$

so that

$$X-E(0)=st\,v\cdot R(0)R(s)R(t)v .$$

With $y=R(0)R(s)R(t)v$ we have $v=(A+t)(A+s)Ay$, so $y\ne0$ and

$$v\cdot y=(Ay)\cdot A(Ay)+(s+t)|Ay|^2+st\,y\cdot Ay>0 .$$

Hence $E(0)<X<E(s)$. For $t=2s$, $X=2E(s)-E(2s)$.

**A two-state instance.** Take $A=\begin{pmatrix}2&1\\1&2\end{pmatrix}$ and $v=(1,0)$. Then $E(s)=-(2+s)/[(2+s)^2-1]$, so $E(0)=-2/3$, $E(1)=-3/8$ and $E(2)=-4/15$. The extrapolated value is $-3/4+4/15=-29/60\approx-0.483$, between $-0.667$ and $-0.375$.

## Resolvent and energies in Lean

The finite type `n` labels the excited basis states. Adding a multiple of the identity presumes that this basis is orthonormal.

```lean
import Mathlib

open Matrix

namespace LevelShiftExtrapolation

noncomputable section

variable {n : Type*} [Fintype n] [DecidableEq n]
```

`resolvent A s v` is the vector $R(s)v$; `*ᵥ` applies a matrix to a vector.

```lean
/-- The resolvent `(A + s)⁻¹` applied to a vector `v`, for a level shift `s` at which
`A + s` is invertible. -/
def resolvent (A : Matrix n n ℝ) (s : ℝ) (v : n → ℝ) : n → ℝ :=
  (A + s • (1 : Matrix n n ℝ))⁻¹ *ᵥ v
```

The energy uses the scalar product `⬝ᵥ` and contains no correction for the shift.

```lean
/-- The second-order energy `E(s) = -v·(A + s)⁻¹v` with level shift `s`, for `A + s`
invertible. -/
def shiftedEnergy (A : Matrix n n ℝ) (v : n → ℝ) (s : ℝ) : ℝ :=
  -(v ⬝ᵥ resolvent A s v)
```

The next definition is $X$.

```lean
/-- The value at zero shift of the straight line through the energies at two different
level shifts `s ≠ t`. -/
def extrapolatedEnergy (A : Matrix n n ℝ) (v : n → ℝ) (s t : ℝ) : ℝ :=
  (t * shiftedEnergy A v s - s * shiftedEnergy A v t) / (t - s)
```

## Shifted equations and the resolvent identity

Lean's matrix inverse is defined even for singular matrices, so invertibility is an explicit hypothesis when a solution is identified with the resolvent.

```lean
/-- If `A + s` is invertible, a solution `x` of the shifted equations `A x + s x = v` is
the resolvent applied to `v`. -/
theorem resolvent_eq {A : Matrix n n ℝ} {s : ℝ} {v x : n → ℝ}
    (hu : IsUnit (A + s • (1 : Matrix n n ℝ)).det) (hx : A *ᵥ x + s • x = v) :
    resolvent A s v = x := by
  have h : (A + s • (1 : Matrix n n ℝ)) *ᵥ x = v := by
    rw [Matrix.add_mulVec, Matrix.smul_mulVec, Matrix.one_mulVec, hx]
  rw [resolvent, ← h, Matrix.mulVec_mulVec, Matrix.nonsing_inv_mul _ hu, Matrix.one_mulVec]
```

Positive definiteness supplies that invertibility for $s\ge0$, through a positive determinant.

```lean
/-- A positive definite matrix stays invertible under a non-negative level shift. -/
theorem isUnit_shifted {A : Matrix n n ℝ} (hA : A.PosDef) {s : ℝ} (hs : 0 ≤ s) :
    IsUnit (A + s • (1 : Matrix n n ℝ)).det :=
  isUnit_iff_ne_zero.2
    (hA.add_posSemidef (Matrix.PosSemidef.one.smul hs)).det_pos.ne'
```

The resolvent then solves the shifted equations.

```lean
/-- For positive definite `A` and `s ≥ 0`, the resolvent solves the shifted equations. -/
theorem resolvent_spec {A : Matrix n n ℝ} (hA : A.PosDef) {s : ℝ} (hs : 0 ≤ s)
    (v : n → ℝ) : A *ᵥ resolvent A s v + s • resolvent A s v = v := by
  have h : (A + s • (1 : Matrix n n ℝ)) *ᵥ resolvent A s v = v := by
    rw [resolvent, Matrix.mulVec_mulVec, Matrix.mul_nonsing_inv _ (isUnit_shifted hA hs),
      Matrix.one_mulVec]
  rwa [Matrix.add_mulVec, Matrix.smul_mulVec, Matrix.one_mulVec] at h
```

The identity follows by checking that its right-hand side solves the equations at shift $s$; `linear_combination` adds up the two known equations.

```lean
/-- The resolvent identity `R(s) = R(t) + (t - s) R(s) R(t)` for positive definite `A` and
non-negative shifts. -/
theorem resolvent_identity {A : Matrix n n ℝ} (hA : A.PosDef) {s t : ℝ} (hs : 0 ≤ s)
    (ht : 0 ≤ t) (v : n → ℝ) :
    resolvent A s v = resolvent A t v + (t - s) • resolvent A s (resolvent A t v) := by
  have h1 := resolvent_spec hA ht v
  have h2 := resolvent_spec hA hs (resolvent A t v)
  apply resolvent_eq (isUnit_shifted hA hs)
  rw [Matrix.mulVec_add, Matrix.mulVec_smul]
  linear_combination (norm := module) h1 + (t - s) • h2
```

## Strict rise of the energy

`A.PosDef` includes symmetry, which lets $A$ move across the scalar product.

```lean
omit [DecidableEq n] in
/-- A real positive definite matrix can be moved across the scalar product. -/
theorem mulVec_dot {A : Matrix n n ℝ} (hA : A.PosDef) (x y : n → ℝ) :
    (A *ᵥ x) ⬝ᵥ y = x ⬝ᵥ (A *ᵥ y) := by
  have hT : Aᵀ = A :=
    (Matrix.conjTranspose_eq_transpose_of_trivial A).symm.trans hA.isHermitian.eq
  rw [Matrix.dotProduct_mulVec, ← Matrix.mulVec_transpose, hT]
```

Below, `key` is $v\cdot w>0$. The facts `a1`, `a2` and `a3` give the signs of its three terms, and `nlinarith` combines them.

```lean
/-- For positive definite `A` and nonzero coupling `v`, the second-order energy rises
strictly with a non-negative level shift. -/
theorem shiftedEnergy_lt {A : Matrix n n ℝ} (hA : A.PosDef) {v : n → ℝ} (hv : v ≠ 0)
    {s t : ℝ} (hs : 0 ≤ s) (hst : s < t) : shiftedEnergy A v s < shiftedEnergy A v t := by
  have ht : 0 < t := lt_of_le_of_lt hs hst
  have key : 0 < v ⬝ᵥ resolvent A s (resolvent A t v) := by
    have h1 := resolvent_spec hA ht.le v
    have h2 := resolvent_spec hA hs (resolvent A t v)
    obtain ⟨w, hw⟩ : ∃ w, resolvent A s (resolvent A t v) = w := ⟨_, rfl⟩
    rw [hw] at h2 ⊢
    rw [← h2] at h1
    have hw0 : w ≠ 0 := by
      intro h
      apply hv
      rw [← h1, h]
      simp
    -- v·w = |Aw|² + (s + t) w·Aw + s t |w|²
    have a1 : 0 < w ⬝ᵥ (A *ᵥ w) := by simpa using hA.dotProduct_mulVec_pos hw0
    have a2 : 0 ≤ (A *ᵥ w) ⬝ᵥ (A *ᵥ w) := Finset.sum_nonneg fun i _ => mul_self_nonneg _
    have a3 : 0 ≤ w ⬝ᵥ w := Finset.sum_nonneg fun i _ => mul_self_nonneg _
    rw [← h1]
    simp only [Matrix.mulVec_add, Matrix.mulVec_smul, add_dotProduct, smul_dotProduct,
      smul_eq_mul, smul_add]
    rw [mulVec_dot hA (A *ᵥ w) w, mulVec_dot hA w w]
    nlinarith [mul_nonneg hs a1.le, mul_pos ht a1, mul_nonneg ht.le (mul_nonneg hs a3)]
  rw [shiftedEnergy, shiftedEnergy, resolvent_identity hA hs ht.le v, dotProduct_add,
    dotProduct_smul, smul_eq_mul]
  linarith [mul_pos (sub_pos.2 hst) key]
```

## Bounds on the extrapolated energy

In the exact error formula, `h0` is the expansion of $R(0)v$ derived above.

```lean
/-- For positive definite `A` and two different non-negative shifts, the extrapolated energy
differs from the unshifted one by exactly `s t v·R(0)R(s)R(t)v`. -/
theorem extrapolation_error {A : Matrix n n ℝ} (hA : A.PosDef) (v : n → ℝ) {s t : ℝ}
    (hs : 0 ≤ s) (ht : 0 ≤ t) (hst : s ≠ t) :
    extrapolatedEnergy A v s t - shiftedEnergy A v 0 =
      s * t * (v ⬝ᵥ resolvent A 0 (resolvent A s (resolvent A t v))) := by
  have h1 := resolvent_spec hA ht v
  have h2 := resolvent_spec hA hs (resolvent A t v)
  have h3 := resolvent_spec hA le_rfl (resolvent A s (resolvent A t v))
  -- the unshifted response, expanded in products of resolvents
  have h0 : resolvent A 0 v = resolvent A t v + t • resolvent A s (resolvent A t v)
      + (s * t) • resolvent A 0 (resolvent A s (resolvent A t v)) := by
    apply resolvent_eq (isUnit_shifted hA le_rfl)
    simp only [Matrix.mulVec_add, Matrix.mulVec_smul]
    linear_combination (norm := module) h1 + t • h2 + (s * t) • h3
  have hd : t - s ≠ 0 := sub_ne_zero.2 hst.symm
  rw [extrapolatedEnergy, shiftedEnergy, shiftedEnergy, shiftedEnergy, h0,
    resolvent_identity hA hs ht v]
  simp only [dotProduct_add, dotProduct_smul, smul_eq_mul]
  rw [sub_eq_iff_eq_add, div_eq_iff hd]
  ring
```

The lower bound combines this formula with $v\cdot y>0$; the upper bound comes from the strict rise.

```lean
/-- For positive definite `A`, nonzero `v` and shifts `0 < s < t`, linear extrapolation to
zero shift lies strictly between the unshifted energy and the energy at the smaller shift. -/
theorem extrapolation_between {A : Matrix n n ℝ} (hA : A.PosDef) {v : n → ℝ} (hv : v ≠ 0)
    {s t : ℝ} (hs : 0 < s) (hst : s < t) :
    shiftedEnergy A v 0 < extrapolatedEnergy A v s t ∧
      extrapolatedEnergy A v s t < shiftedEnergy A v s := by
  have ht : 0 < t := hs.trans hst
  constructor
  · have key : 0 < v ⬝ᵥ resolvent A 0 (resolvent A s (resolvent A t v)) := by
      have h1 := resolvent_spec hA ht.le v
      have h2 := resolvent_spec hA hs.le (resolvent A t v)
      have h3 := resolvent_spec hA le_rfl (resolvent A s (resolvent A t v))
      obtain ⟨y, hy⟩ : ∃ y, resolvent A 0 (resolvent A s (resolvent A t v)) = y := ⟨_, rfl⟩
      rw [hy, zero_smul, add_zero] at h3
      rw [← h3] at h2
      rw [← h2] at h1
      rw [hy]
      have hy0 : y ≠ 0 := by
        intro h
        apply hv
        rw [← h1, h]
        simp
      -- v·y = y·A(A + s)(A + t)y, a sum of non-negative terms
      have a1 : 0 < y ⬝ᵥ (A *ᵥ y) := by simpa using hA.dotProduct_mulVec_pos hy0
      have a2 : 0 ≤ (A *ᵥ y) ⬝ᵥ (A *ᵥ y) := Finset.sum_nonneg fun i _ => mul_self_nonneg _
      have a3 : 0 ≤ (A *ᵥ y) ⬝ᵥ (A *ᵥ (A *ᵥ y)) := by
        simpa using hA.posSemidef.dotProduct_mulVec_nonneg (A *ᵥ y)
      rw [← h1]
      simp only [Matrix.mulVec_add, Matrix.mulVec_smul, add_dotProduct, smul_dotProduct,
        smul_eq_mul, smul_add]
      rw [mulVec_dot hA (A *ᵥ (A *ᵥ y)) y, mulVec_dot hA (A *ᵥ y) (A *ᵥ y),
        mulVec_dot hA (A *ᵥ y) y, mulVec_dot hA y y]
      nlinarith [mul_nonneg hs.le a2, mul_nonneg ht.le a2, mul_pos ht (mul_pos hs a1)]
    have h := extrapolation_error hA v hs.le ht.le hst.ne
    linarith [mul_pos (mul_pos hs ht) key]
  · rw [extrapolatedEnergy, div_lt_iff₀ (sub_pos.2 hst)]
    nlinarith [mul_lt_mul_of_pos_left (shiftedEnergy_lt hA hv hs.le hst) hs]
```

Setting $t=2s$ gives the opening inequality.

```lean
/-- For positive definite `A`, nonzero `v` and `s > 0`, extrapolation from the shifts `s`
and `2s` obeys `E(0) < 2E(s) - E(2s) < E(s)`. -/
theorem doubled_shift_extrapolation {A : Matrix n n ℝ} (hA : A.PosDef) {v : n → ℝ}
    (hv : v ≠ 0) {s : ℝ} (hs : 0 < s) :
    shiftedEnergy A v 0 < 2 * shiftedEnergy A v s - shiftedEnergy A v (2 * s) ∧
      2 * shiftedEnergy A v s - shiftedEnergy A v (2 * s) < shiftedEnergy A v s := by
  have h := extrapolation_between hA hv hs (show s < 2 * s by linarith)
  have e : extrapolatedEnergy A v s (2 * s) =
      2 * shiftedEnergy A v s - shiftedEnergy A v (2 * s) := by
    rw [extrapolatedEnergy, div_eq_iff (by intro h0; linarith)]
    ring
  rwa [e] at h
```

## An intruder state below the reference

For one state with $A=-3$ and $v=1$, $E(0)=1/3$, $E(1)=1/2$ and $E(2)=1$, so the extrapolated value is $0$, below $E(0)$. Symmetry of $A$ and invertibility at all three shifts are therefore not enough for the lower bound.

```lean
/-- For a single state with excitation energy `-3` and unit coupling, extrapolation from the
shifts `1` and `2` falls below the unshifted energy. -/
theorem intruder_overshoots :
    let E := shiftedEnergy ((-3 : ℝ) • (1 : Matrix (Fin 1) (Fin 1) ℝ)) (fun _ => 1)
    2 * E 1 - E 2 < E 0 := by
  intro E
  have key : ∀ s : ℝ, s - 3 ≠ 0 → E s = -(s - 3)⁻¹ := by
    intro s hs
    have hc : (s - 3) * (s - 3)⁻¹ = 1 := mul_inv_cancel₀ hs
    have hr : resolvent ((-3 : ℝ) • (1 : Matrix (Fin 1) (Fin 1) ℝ)) s (fun _ => 1) =
        fun _ => (s - 3)⁻¹ := by
      apply resolvent_eq
      · rw [← add_smul, Matrix.det_smul, Matrix.det_one, isUnit_iff_ne_zero]
        have h3 : -3 + s ≠ 0 := by
          intro h
          apply hs
          linarith
        simpa using h3
      · rw [Matrix.smul_mulVec, Matrix.one_mulVec]
        funext i
        simp only [Pi.add_apply, Pi.smul_apply, smul_eq_mul]
        linear_combination hc
    change -((fun _ => (1 : ℝ)) ⬝ᵥ resolvent _ s (fun _ => 1)) = _
    rw [hr]
    simp [dotProduct]
  rw [key 1 (by norm_num), key 2 (by norm_num), key 0 (by norm_num)]
  norm_num

end

end LevelShiftExtrapolation
```

```lean
#print axioms LevelShiftExtrapolation.shiftedEnergy_lt
-- 'LevelShiftExtrapolation.shiftedEnergy_lt' depends on axioms: [propext, Classical.choice, Quot.sound]
#print axioms LevelShiftExtrapolation.doubled_shift_extrapolation
-- 'LevelShiftExtrapolation.doubled_shift_extrapolation' depends on axioms: [propext, Classical.choice, Quot.sound]
#print axioms LevelShiftExtrapolation.intruder_overshoots
-- 'LevelShiftExtrapolation.intruder_overshoots' depends on axioms: [propext, Classical.choice, Quot.sound]
```
